# Two index symmetries reduce Wigner d-matrix storage asymptotically fourfold

Fix \(j\) with \(n=2j\) a natural number, and let \(m',m\in\{-j,\dots,j\}\). The indices \(a=j+m'\) and \(b=j+m\) run from \(0\) to \(n\), so `Fin (n + 1)` holds them for integer and half-odd \(j\) alike, and `Fin.rev` is negation of a projection. For a real angle \(\beta\), the matrix element is

\[
d_{m'm}(\beta)=\sqrt{a!\,(n-a)!\,b!\,(n-b)!}\sum_{p,q,r,t}\frac{(-1)^r\cos^{p+q}(\beta/2)\,\sin^{r+t}(\beta/2)}{p!\,q!\,r!\,t!},
\]

summed over nonnegative integers with \(p+r=a\), \(p+t=b\) and \(p+q+r+t=n\). This sign convention gives \(d_{1/2,-1/2}=-\sin(\beta/2)\) for \(j=1/2\).

Two moves act on index pairs: exchange \((m',m)\to(m,m')\) and joint negation \((m',m)\to(-m',-m)\). Pairs connected by moves form a class.

## The number of classes

Let \(N_n\) be the number of classes. Then

\[
4N_n+(n\bmod 2)=(n+2)^2,
\]

so \(N_n=(j+1)^2\) for integer \(j\) and \((j+\tfrac12)(j+\tfrac32)\) for half-odd \(j\). The stored fraction \(N_n/(n+1)^2\) tends to \(1/4\). For \(j=1\), four numbers replace nine.

## Lookup in a table of d elements

A code that rotates angular momentum states can tabulate \(d_{m'm}(\beta)\), at one \(j\) and one angle, only on the wedge \(m'\le m\), \(m'+m\le 0\). Every other element is read from there:

| Requested pair | Stored pair | Factor |
|---|---|---|
| \(m'\le m,\ m'+m\le0\) | \((m',m)\) | \(1\) |
| \(m'\le m,\ m'+m\ge0\) | \((-m,-m')\) | \(1\) |
| \(m'\ge m,\ m'+m\le0\) | \((m,m')\) | \((-1)^{m'-m}\) |
| \(m'\ge m,\ m'+m\ge0\) | \((-m',-m)\) | \((-1)^{m'-m}\) |

On shared boundaries the rows agree.

## From the symmetries to the count

**Symmetries.** Exchanging \(a\) and \(b\) in the sum is undone by renaming \(r\leftrightarrow t\), which changes the sign factor by \((-1)^{r-t}\). Since \(r-t=a-b=m'-m\),

\[
d_{mm'}=(-1)^{m'-m}d_{m'm}.
\]

Negating both projections imposes \(p+r=n-a\) and \(p+t=n-b\). Renaming \(p\leftrightarrow q\) and using the total \(n\) turns these into \(p+t=a\) and \(p+r=b\), the constraints for \(d_{mm'}\). The summand and the square roots are unchanged, so \(d_{-m',-m}=d_{mm'}\). Hence \(|d|\) is constant on each class.

**One stored pair per class.** The table shows that every class meets the wedge. Both moves preserve \(u=|m'-m|\) and \(v=|m'+m|\). In the wedge, \(u=m-m'\) and \(v=-(m'+m)\), so \(m'=-(u+v)/2\) and \(m=(u-v)/2\) are determined.

**Counting.** In the wedge, row \(a\) has \(a\le b\le n-a\), hence \(n+1-2a\) entries, or none if that number is negative. Thus \(N_0=1\), \(N_1=2\) and \(N_{n+2}=N_n+n+3\). The identity holds at \(n=0,1\), and the step adds \(4n+12=(n+4)^2-(n+2)^2\) to both sides. Setting \(n=2j\) gives the integer formula; \(n=2k+1\) gives \(N_n=(k+1)(k+2)\), the half-odd formula with \(j=k+\tfrac12\).

**Limit.** The identity implies \((n+1)^2\le4N_n\le(n+2)^2\), so

\[
\frac14\le\frac{N_n}{(n+1)^2}\le\frac14\left(1+\frac1{n+1}\right)^2.
\]

Both bounds tend to \(1/4\).

## The Lean file

```lean
import Mathlib

open Finset Filter Topology

namespace WignerStorage

/-- A symmetry move on `(m', m)`: exchange of the entries, or negation of both. The value `m` is
stored as the index `j + m = 0, ..., n`, with `n = 2j`. -/
def Link {n : ℕ} (x y : Fin (n + 1) × Fin (n + 1)) : Prop :=
  y = (x.2, x.1) ∨ y = (x.1.rev, x.2.rev)

/-- The classes of pairs `(m', m)` under the equivalence generated by the two moves. -/
abbrev StorageClass (n : ℕ) := Quot (Link (n := n))

/-- The wedge of stored pairs: `m' ≤ m` and `m' + m ≤ 0`. -/
def Stored {n : ℕ} (x : Fin (n + 1) × Fin (n + 1)) : Prop :=
  (x.1 : ℕ) ≤ x.2 ∧ (x.1 : ℕ) + x.2 ≤ n

/-- The sum in Wigner's formula, over natural numbers `p, q, r, t` with `p + r = a`, `p + t = b` and
`p + q + r + t = n`; here `n = 2j`, `a = j + m'` and `b = j + m`. -/
noncomputable def wignerSum (n : ℕ) (β : ℝ) (a b : ℕ) : ℝ :=
  ∑ p ∈ range (n + 1), ∑ q ∈ range (n + 1), ∑ r ∈ range (n + 1), ∑ t ∈ range (n + 1),
    if p + r = a ∧ p + t = b ∧ p + q + r + t = n then
      (-1) ^ r * Real.cos (β / 2) ^ (p + q) * Real.sin (β / 2) ^ (r + t) /
        (p.factorial * q.factorial * r.factorial * t.factorial) else 0

/-- The Wigner matrix element `d^j_{m'm}(β)`, with `n = 2j`, `a = j + m'` and `b = j + m`. -/
noncomputable def wignerD {n : ℕ} (β : ℝ) (a b : Fin (n + 1)) : ℝ :=
  √((a : ℕ).factorial * (a.rev : ℕ).factorial) *
    √((b : ℕ).factorial * (b.rev : ℕ).factorial) * wignerSum n β a b

lemma rev_add {n : ℕ} (i : Fin (n + 1)) : (i.rev : ℕ) + i = n := by
  have := i.isLt
  rw [Fin.val_rev]
  omega

/-- Exchange symmetry: `d_{mm'} = (-1)^(m'-m) d_{m'm}`; the exponent below has the same parity. -/
theorem wignerD_exchange {n : ℕ} (β : ℝ) (a b : Fin (n + 1)) :
    wignerD β b a = (-1) ^ ((a : ℕ) + b) * wignerD β a b := by
  have key : wignerSum n β b a = (-1) ^ ((a : ℕ) + b) * wignerSum n β a b := by
    simp only [wignerSum, mul_sum]
    refine sum_congr rfl fun p _ => sum_congr rfl fun q _ => ?_
    -- interchange the roles of `r` and `t`
    rw [sum_comm]
    refine sum_congr rfl fun r _ => sum_congr rfl fun t _ => ?_
    split_ifs with h g g
    · have hs : (-1 : ℝ) ^ t = (-1) ^ ((a : ℕ) + b) * (-1) ^ r := by
        rw [← pow_add, show (a : ℕ) + b + r = 2 * (p + r) + t by omega, pow_add, pow_mul]
        norm_num
      rw [hs]
      ring
    · omega
    · omega
    · exact (mul_zero _).symm
  unfold wignerD
  rw [key]
  ring

/-- Negation symmetry: `d_{-m',-m} = d_{mm'}`. -/
theorem wignerD_neg {n : ℕ} (β : ℝ) (a b : Fin (n + 1)) :
    wignerD β a.rev b.rev = wignerD β b a := by
  have ha := rev_add a
  have hb := rev_add b
  have key : wignerSum n β a.rev b.rev = wignerSum n β b a := by
    unfold wignerSum
    -- interchange the roles of `p` and `q`
    rw [sum_comm]
    refine sum_congr rfl fun p _ => sum_congr rfl fun q _ =>
      sum_congr rfl fun r _ => sum_congr rfl fun t _ => ?_
    split_ifs with h g g
    · ring
    · omega
    · omega
    · rfl
  unfold wignerD
  rw [key, Fin.rev_rev, Fin.rev_rev, mul_comm ((a.rev : ℕ).factorial : ℝ),
    mul_comm ((b.rev : ℕ).factorial : ℝ)]
  ring

/-- Wigner d elements whose index pairs lie in one class have equal magnitude at every angle. -/
theorem abs_wignerD_eq {n : ℕ} (β : ℝ) {x y : Fin (n + 1) × Fin (n + 1)}
    (h : (Quot.mk Link x : StorageClass n) = Quot.mk Link y) :
    |wignerD β x.1 x.2| = |wignerD β y.1 y.2| := by
  have hex : ∀ a b : Fin (n + 1), |wignerD β a b| = |wignerD β b a| := by
    intro a b
    rw [wignerD_exchange β b a, abs_mul, abs_pow, abs_neg, abs_one, one_pow, one_mul]
  refine congrArg (Quot.lift (fun x => |wignerD β x.1 x.2|) ?_) h
  rintro ⟨a, b⟩ y (rfl | rfl)
  · exact hex a b
  · exact (hex a b).trans (congrArg abs (wignerD_neg β a b).symm)

/-- The two numbers `|m' - m|` and `|m' + m|`. -/
def absPair {n : ℕ} (x : Fin (n + 1) × Fin (n + 1)) : ℕ × ℕ :=
  ((((x.1 : ℕ) : ℤ) - ((x.2 : ℕ) : ℤ)).natAbs, (((x.1 : ℕ) : ℤ) + ((x.2 : ℕ) : ℤ) - n).natAbs)

lemma absPair_inv {n : ℕ} (x y : Fin (n + 1) × Fin (n + 1)) (h : Link x y) :
    absPair x = absPair y := by
  obtain ⟨a, b⟩ := x
  have ha := rev_add a
  have hb := rev_add b
  rcases h with rfl | rfl <;> simp only [absPair, Prod.mk.injEq] <;> omega

/-- Every class contains exactly one pair of the wedge `m' ≤ m`, `m' + m ≤ 0`. -/
theorem stored_bijective (n : ℕ) : Function.Bijective
    (fun x : {x : Fin (n + 1) × Fin (n + 1) // Stored x} =>
      (Quot.mk Link x.1 : StorageClass n)) := by
  constructor
  · rintro ⟨x, hx⟩ ⟨y, hy⟩ h
    have h' : absPair x = absPair y := congrArg (Quot.lift absPair absPair_inv) h
    simp only [absPair, Prod.mk.injEq] at h'
    simp only [Stored] at hx hy
    have h1 : (x.1 : ℕ) = y.1 := by omega
    have h2 : (x.2 : ℕ) = y.2 := by omega
    exact Subtype.ext (Prod.ext (Fin.ext h1) (Fin.ext h2))
  · intro c
    obtain ⟨⟨a, b⟩, rfl⟩ := Quot.exists_rep c
    have ha := rev_add a
    have hb := rev_add b
    have l1 : ∀ a b : Fin (n + 1), Link (b, a) (a, b) := fun _ _ => Or.inl rfl
    have l2 : Link (a, b) (a.rev, b.rev) := Or.inr rfl
    -- the four sectors of the square of pairs
    rcases le_total (a : ℕ) b with h | h <;> rcases le_total ((a : ℕ) + b) n with h' | h'
    · exact ⟨⟨(a, b), by simp only [Stored]; omega⟩, rfl⟩
    · exact ⟨⟨(b.rev, a.rev), by simp only [Stored]; omega⟩,
        (Quot.sound (l1 _ _)).trans (Quot.sound l2).symm⟩
    · exact ⟨⟨(b, a), by simp only [Stored]; omega⟩, Quot.sound (l1 a b)⟩
    · exact ⟨⟨(a.rev, b.rev), by simp only [Stored]; omega⟩, (Quot.sound l2).symm⟩

lemma card_stored (n : ℕ) : Nat.card {x : Fin (n + 1) × Fin (n + 1) // Stored x} =
    ∑ c ∈ range (n + 1), (n + 1 - 2 * c) := by
  classical
  rw [Nat.card_eq_fintype_card, Fintype.card_subtype]
  refine (card_bij (t := (range (n + 1)).sigma fun a => Icc a (n - a))
    (fun x _ => ⟨(x.1 : ℕ), (x.2 : ℕ)⟩) ?_ ?_ ?_).trans ?_
  · intro x hx
    have h1 := x.1.isLt
    have hs : Stored x := (mem_filter.1 hx).2
    have h2 : (x.1 : ℕ) ≤ x.2 := hs.1
    have h3 : (x.1 : ℕ) + x.2 ≤ n := hs.2
    simp only [mem_sigma, mem_range, mem_Icc]
    omega
  · intro x _ y _ h
    simp only [Sigma.mk.injEq, heq_eq_eq] at h
    exact Prod.ext (Fin.ext h.1) (Fin.ext h.2)
  · rintro ⟨a, b⟩ h
    simp only [mem_sigma, mem_range, mem_Icc] at h
    refine ⟨(⟨a, by omega⟩, ⟨b, by omega⟩), mem_filter.2 ⟨mem_univ _, ?_⟩, rfl⟩
    change a ≤ b ∧ a + b ≤ n
    omega
  · rw [card_sigma]
    refine sum_congr rfl fun a ha => ?_
    rw [mem_range] at ha
    rw [Nat.card_Icc]
    omega

lemma sum_wedge : ∀ n : ℕ, 4 * ∑ c ∈ range (n + 1), (n + 1 - 2 * c) + n % 2 = (n + 2) ^ 2
  | 0 => by decide
  | 1 => by decide
  | n + 2 => by
    have hs : ∑ c ∈ range (n + 2 + 1), (n + 2 + 1 - 2 * c) =
        ∑ c ∈ range (n + 1), (n + 1 - 2 * c) + (n + 3) := by
      rw [sum_range_succ', sum_range_succ]
      have e : ∑ c ∈ range (n + 1), (n + 2 + 1 - 2 * (c + 1)) =
          ∑ c ∈ range (n + 1), (n + 1 - 2 * c) := sum_congr rfl fun c _ => by omega
      rw [e]
      omega
    rw [hs, show (n + 2 + 2) ^ 2 = (n + 2) ^ 2 + (4 * n + 12) by ring, ← sum_wedge n]
    omega

/-- For `n = 2j`, four times the number of classes is `(n + 2)²`, less one when `n` is odd. -/
theorem four_mul_card (n : ℕ) : 4 * Nat.card (StorageClass n) + n % 2 = (n + 2) ^ 2 := by
  rw [← Nat.card_eq_of_bijective _ (stored_bijective n), card_stored, sum_wedge]

/-- For integer `j` there are `(j + 1)²` classes. -/
theorem card_integer (j : ℕ) : Nat.card (StorageClass (2 * j)) = (j + 1) ^ 2 := by
  have h := four_mul_card (2 * j)
  rw [show 2 * j % 2 = 0 by omega] at h
  linarith

/-- For half-odd `j = k + 1/2` there are `(j + 1/2)(j + 3/2)` classes. -/
theorem card_half_odd (k : ℕ) (j : ℚ) (hj : j = k + 1 / 2) :
    (Nat.card (StorageClass (2 * k + 1)) : ℚ) = (j + 1 / 2) * (j + 3 / 2) := by
  have h := four_mul_card (2 * k + 1)
  rw [show (2 * k + 1) % 2 = 1 by omega] at h
  have hc : Nat.card (StorageClass (2 * k + 1)) = (k + 1) * (k + 2) := by linarith
  rw [hc, hj]
  push_cast
  ring

/-- The number of classes divided by the number `(2j + 1)²` of matrix elements tends to `1/4`
as `n = 2j` grows. -/
theorem storage_fraction : Tendsto
    (fun n : ℕ => (Nat.card (StorageClass n) : ℝ) / ((n : ℝ) + 1) ^ 2) atTop (𝓝 (1 / 4)) := by
  have hup : Tendsto (fun n : ℕ => (1 + 1 / ((n : ℝ) + 1)) ^ 2 / 4) atTop (𝓝 (1 / 4)) := by
    simpa using (((tendsto_one_div_add_atTop_nhds_zero_nat (𝕜 := ℝ)).const_add 1).pow 2).div_const 4
  refine tendsto_of_tendsto_of_tendsto_of_le_of_le tendsto_const_nhds hup
    (fun n => ?_) (fun n => ?_)
  · change 1 / 4 ≤ (Nat.card (StorageClass n) : ℝ) / ((n : ℝ) + 1) ^ 2
    have h := four_mul_card n
    have h2 : n % 2 < 2 := Nat.mod_lt _ (by norm_num)
    generalize n % 2 = r at h h2
    have h3 : (n + 1) ^ 2 ≤ 4 * Nat.card (StorageClass n) := by nlinarith [Nat.zero_le n]
    have h4 : ((n : ℝ) + 1) ^ 2 ≤ 4 * (Nat.card (StorageClass n) : ℝ) := by exact_mod_cast h3
    rw [le_div_iff₀ (by positivity)]
    linarith
  · change (Nat.card (StorageClass n) : ℝ) / ((n : ℝ) + 1) ^ 2 ≤ (1 + 1 / ((n : ℝ) + 1)) ^ 2 / 4
    have h3 : 4 * Nat.card (StorageClass n) ≤ (n + 2) ^ 2 :=
      (Nat.le_add_right _ _).trans (four_mul_card n).le
    have h4 : 4 * (Nat.card (StorageClass n) : ℝ) ≤ ((n : ℝ) + 2) ^ 2 := by exact_mod_cast h3
    have hx : (n : ℝ) + 1 ≠ 0 := by positivity
    have e : (1 + 1 / ((n : ℝ) + 1)) * ((n : ℝ) + 1) = n + 2 := by
      rw [add_mul, one_div_mul_cancel hx]
      ring
    rw [div_le_iff₀ (by positivity), div_mul_eq_mul_div, ← mul_pow, e]
    linarith

end WignerStorage
```

```lean
#print axioms WignerStorage.abs_wignerD_eq
#print axioms WignerStorage.card_integer
#print axioms WignerStorage.card_half_odd
#print axioms WignerStorage.storage_fraction
```

```
'WignerStorage.abs_wignerD_eq' depends on axioms: [propext, Classical.choice, Quot.sound]
'WignerStorage.card_integer' depends on axioms: [propext, Classical.choice, Quot.sound]
'WignerStorage.card_half_odd' depends on axioms: [propext, Classical.choice, Quot.sound]
'WignerStorage.storage_fraction' depends on axioms: [propext, Classical.choice, Quot.sound]
```

## What is established, and for which matrix

`StorageClass n` is the quotient by the equivalence that `Link` generates. `card_integer` takes a natural \(j\); `card_half_odd` takes a rational \(j=k+\tfrac12\) with \(k\) natural. `storage_fraction` is the limit over all \(n\), both parities together.

`wignerD_exchange` and `wignerD_neg` rename summation indices with `sum_comm`, and `omega` matches the constraints. `abs_wignerD_eq` then carries \(|d|\) to the quotient by `Quot.lift`. In `stored_bijective`, `absPair` supplies \((u,v)\) for uniqueness, and four cases supply existence. `card_stored` counts rows, `sum_wedge` does the two-step induction, and `four_mul_card` combines them. The limit is a squeeze.

The matrix is defined by the explicit sum; its identification with the matrix of \(e^{-i\beta J_y}\) (with \(\hbar=1\)), in the \(J_z\) eigenbasis with Condon–Shortley phases, is taken from the standard theory. The count concerns index pairs, so different classes may still hold equal values at particular angles: at \(\beta=0\) all off-diagonal elements vanish. Rounding error in evaluating the sum, which alternates in sign, is a separate matter for the code.
